# Direct-RPA frequencies are real and not smaller in magnitude than the smallest orbital gap when the gaps are positive and the coupling is real positive semidefinite

A direct-RPA calculation in Casida form reports as excitation energies the square roots of the eigenvalues of $D(D+2K)$, where $D$ is the diagonal matrix of orbital-energy differences and $K$ the Coulomb coupling matrix, and this step needs those eigenvalues to be real and nonnegative. For finitely many particle–hole pairs, all differences at least $d>0$ and $K$ positive semidefinite, the file below proves that they are real and at least $d^2$.

In Lean 4 with Mathlib:

```lean
import Mathlib

open Matrix ComplexConjugate
open scoped ComplexOrder

namespace CasidaDirectRPAGap

noncomputable section

variable {n : Type*} [Fintype n] [DecidableEq n]

/-- The diagonal matrix `D` of orbital-energy differences of the particle-hole pairs. -/
def gaps (ε : n → ℝ) : Matrix n n ℂ := diagonal fun i => (ε i : ℂ)

/-- The Casida matrix `D (D + 2K)` with coupling matrix `K`. -/
def casida (ε : n → ℝ) (K : Matrix n n ℂ) : Matrix n n ℂ :=
  gaps ε * (gaps ε + (2 : ℂ) • K)

/-- The direct-RPA matrix `[[A, B], [-B, -A]]` with `A = D + K` and `B = K`. -/
def rpa (ε : n → ℝ) (K : Matrix n n ℂ) : Matrix (n ⊕ n) (n ⊕ n) ℂ :=
  fromBlocks (gaps ε + K) K (-K) (-(gaps ε + K))

/-- The weight `v† D⁻¹ v = ∑ |vᵢ|² / εᵢ` of an amplitude vector. -/
def weight (ε : n → ℝ) (v : n → ℂ) : ℝ := ∑ i, Complex.normSq (v i) / ε i

/-- Component form of the Casida matrix acting on a vector. -/
theorem casida_apply (ε : n → ℝ) (K : Matrix n n ℂ) (v : n → ℂ) (i : n) :
    (casida ε K *ᵥ v) i = ε i * (ε i * v i + 2 * (K *ᵥ v) i) := by
  unfold casida
  rw [← Matrix.mulVec_mulVec, two_smul, add_mulVec, add_mulVec]
  simp only [gaps, mulVec_diagonal, Pi.add_apply]
  ring

/-- If `D (D + 2K) v = μ v` with nonzero `εᵢ`, then `μ v† D⁻¹ v = v† D v + 2 v† K v`. -/
theorem casida_rayleigh {ε : n → ℝ} (hε : ∀ i, ε i ≠ 0) {K : Matrix n n ℂ} {v : n → ℂ}
    {μ : ℂ} (h : casida ε K *ᵥ v = μ • v) :
    μ * (weight ε v : ℂ)
      = ((∑ i, ε i * Complex.normSq (v i) : ℝ) : ℂ) + 2 * (star v ⬝ᵥ K *ᵥ v) := by
  unfold weight
  push_cast
  simp only [dotProduct, Finset.mul_sum, ← Finset.sum_add_distrib]
  refine Finset.sum_congr rfl fun i _ => ?_
  have hi := congrFun h i
  rw [casida_apply, Pi.smul_apply, smul_eq_mul] at hi
  have hs : star v i = conj (v i) := rfl
  have hne : (ε i : ℂ) ≠ 0 := by exact_mod_cast hε i
  -- multiply the component equation by `conj (v i) / ε i`
  rw [Complex.normSq_eq_conj_mul_self, hs, mul_div_assoc', div_eq_iff hne]
  linear_combination (-conj (v i)) * hi

/-- Imaginary and real parts of the Rayleigh identity, the latter measured from `d²`. -/
theorem casida_balance {ε : n → ℝ} (hε : ∀ i, ε i ≠ 0) {K : Matrix n n ℂ} {v : n → ℂ}
    {μ : ℂ} (h : casida ε K *ᵥ v = μ • v) (d : ℝ) :
    μ.im * weight ε v = 2 * (star v ⬝ᵥ K *ᵥ v).im ∧
    (μ.re - d ^ 2) * weight ε v
      = ∑ i, (ε i ^ 2 - d ^ 2) / ε i * Complex.normSq (v i) + 2 * (star v ⬝ᵥ K *ᵥ v).re := by
  have key := casida_rayleigh hε h
  have hre := congrArg Complex.re key
  have him := congrArg Complex.im key
  simp only [Complex.mul_re, Complex.mul_im, Complex.add_re, Complex.add_im, Complex.ofReal_re,
    Complex.ofReal_im, Complex.re_ofNat, Complex.im_ofNat] at hre him
  have hsum : ∑ i, (ε i ^ 2 - d ^ 2) / ε i * Complex.normSq (v i)
      = ∑ i, ε i * Complex.normSq (v i) - d ^ 2 * weight ε v := by
    rw [weight, Finset.mul_sum, ← Finset.sum_sub_distrib]
    refine Finset.sum_congr rfl fun i _ => ?_
    have := hε i
    field_simp
  refine ⟨by linarith, ?_⟩
  rw [hsum]
  linarith

/-- If all `εᵢ ≥ d > 0` and `K` is Hermitian positive semidefinite, every complex eigenvalue
of `D (D + 2K)` is real and at least `d²`. -/
theorem casida_eigenvalue_ge {ε : n → ℝ} {d : ℝ} (hd : 0 < d) (hε : ∀ i, d ≤ ε i)
    {K : Matrix n n ℂ} (hK : K.PosSemidef) {v : n → ℂ} (hv : v ≠ 0) {μ : ℂ}
    (h : casida ε K *ᵥ v = μ • v) : μ.im = 0 ∧ d ^ 2 ≤ μ.re := by
  have hpos : ∀ i, 0 < ε i := fun i => hd.trans_le (hε i)
  obtain ⟨him, hre⟩ := casida_balance (fun i => (hpos i).ne') h d
  obtain ⟨hq1, hq2⟩ := Complex.nonneg_iff.mp (hK.dotProduct_mulVec_nonneg v)
  have hW : 0 < weight ε v := by
    obtain ⟨j, hj⟩ := Function.ne_iff.mp hv
    exact Finset.sum_pos' (fun i _ => div_nonneg (Complex.normSq_nonneg _) (hpos i).le)
      ⟨j, Finset.mem_univ j, div_pos (Complex.normSq_pos.mpr hj) (hpos j)⟩
  -- each pair contributes a nonnegative excess over `d²`
  have hsum : 0 ≤ ∑ i, (ε i ^ 2 - d ^ 2) / ε i * Complex.normSq (v i) :=
    Finset.sum_nonneg fun i _ => mul_nonneg
      (div_nonneg (by nlinarith [hε i]) (hpos i).le) (Complex.normSq_nonneg _)
  constructor
  · have h0 : μ.im * weight ε v = 0 := by linarith
    exact (mul_eq_zero.mp h0).resolve_right hW.ne'
  · by_contra hlt
    have := mul_neg_of_neg_of_pos (sub_neg.mpr (not_le.mp hlt)) hW
    linarith

/-- Equality case: if all `εᵢ ≥ d > 0` and `K` is Hermitian positive semidefinite, then `D (D + 2K)
v = d² v` holds exactly when `K v = 0` and `v` vanishes on every pair with `εᵢ ≠ d`. -/
theorem casida_eq_gap_iff {ε : n → ℝ} {d : ℝ} (hd : 0 < d) (hε : ∀ i, d ≤ ε i)
    {K : Matrix n n ℂ} (hK : K.PosSemidef) (v : n → ℂ) :
    casida ε K *ᵥ v = ((d ^ 2 : ℝ) : ℂ) • v ↔ K *ᵥ v = 0 ∧ ∀ i, ε i ≠ d → v i = 0 := by
  have hpos : ∀ i, 0 < ε i := fun i => hd.trans_le (hε i)
  constructor
  · intro h
    obtain ⟨-, hre⟩ := casida_balance (fun i => (hpos i).ne') h d
    obtain ⟨hq1, -⟩ := Complex.nonneg_iff.mp (hK.dotProduct_mulVec_nonneg v)
    rw [Complex.ofReal_re, sub_self, zero_mul] at hre
    have hterm : ∀ i ∈ Finset.univ, 0 ≤ (ε i ^ 2 - d ^ 2) / ε i * Complex.normSq (v i) :=
      fun i _ => mul_nonneg (div_nonneg (by nlinarith [hε i]) (hpos i).le)
        (Complex.normSq_nonneg _)
    have hz := (Finset.sum_eq_zero_iff_of_nonneg hterm).mp
      (le_antisymm (by linarith) (Finset.sum_nonneg hterm))
    have hsupp : ∀ i, ε i ≠ d → v i = 0 := by
      intro i hi
      have hlt : d < ε i := lt_of_le_of_ne (hε i) hi.symm
      have hc : 0 < (ε i ^ 2 - d ^ 2) / ε i := div_pos (by nlinarith) (hpos i)
      exact Complex.normSq_eq_zero.mp
        ((mul_eq_zero.mp (hz i (Finset.mem_univ i))).resolve_left hc.ne')
    refine ⟨funext fun i => ?_, hsupp⟩
    have hi := congrFun h i
    rw [casida_apply, Pi.smul_apply, smul_eq_mul] at hi
    push_cast at hi
    have hne : (ε i : ℂ) ≠ 0 := by exact_mod_cast (hpos i).ne'
    -- the diagonal terms cancel, leaving `ε i * (K v) i = 0`
    have h0 : (ε i : ℂ) * (K *ᵥ v) i = 0 := by
      by_cases hc : ε i = d
      · rw [← hc] at hi
        linear_combination (1 / 2) * hi
      · rw [hsupp i hc] at hi
        linear_combination (1 / 2) * hi
    exact (mul_eq_zero.mp h0).resolve_left hne
  · rintro ⟨hKv, hsupp⟩
    funext i
    rw [casida_apply, hKv, Pi.smul_apply, smul_eq_mul, Pi.zero_apply]
    push_cast
    by_cases hc : ε i = d
    · rw [hc]; ring
    · rw [hsupp i hc]; ring

omit [DecidableEq n] in
/-- A real symmetric positive semidefinite matrix is positive semidefinite as a complex
matrix. -/
theorem posSemidef_ofReal {K : Matrix n n ℝ} (hK : K.PosSemidef) :
    (K.map Complex.ofReal).PosSemidef := by
  have hs : ∀ i j, K j i = K i j := fun i j => by simpa using hK.isHermitian.apply i j
  have herm : (K.map Complex.ofReal)ᴴ = K.map Complex.ofReal := by
    ext i j
    simp only [conjTranspose_apply, map_apply]
    rw [hs i j]
    exact Complex.conj_ofReal _
  refine posSemidef_iff_dotProduct_mulVec.mpr ⟨herm, fun v => ?_⟩
  have hz : star v ⬝ᵥ (K.map Complex.ofReal) *ᵥ v
      = ∑ i, ∑ j, conj (v i) * ((K i j : ℂ) * v j) := by
    simp [dotProduct, mulVec, Finset.mul_sum]
  have hr : ∀ a : n → ℝ, 0 ≤ ∑ i, ∑ j, a i * (K i j * a j) := fun a => by
    simpa [dotProduct, mulVec, Finset.mul_sum] using hK.dotProduct_mulVec_nonneg a
  have hsw : ∑ i, ∑ j, (v i).re * (K i j * (v j).im)
      = ∑ i, ∑ j, (v i).im * (K i j * (v j).re) := by
    rw [Finset.sum_comm]
    refine Finset.sum_congr rfl fun i _ => Finset.sum_congr rfl fun j _ => ?_
    rw [hs i j]; ring
  have h1 : ∀ i j, (conj (v i) * ((K i j : ℂ) * v j)).re
      = (v i).re * (K i j * (v j).re) + (v i).im * (K i j * (v j).im) := fun i j => by simp
  have h2 : ∀ i j, (conj (v i) * ((K i j : ℂ) * v j)).im
      = (v i).re * (K i j * (v j).im) - (v i).im * (K i j * (v j).re) := fun i j => by
    simp [sub_eq_add_neg]
  rw [hz, Complex.nonneg_iff]
  simp only [Complex.re_sum, Complex.im_sum, h1, h2, Finset.sum_add_distrib,
    Finset.sum_sub_distrib]
  exact ⟨add_nonneg (hr fun i => (v i).re) (hr fun i => (v i).im), by linarith⟩

/-- If all `εᵢ ≥ d > 0` and `K` is real symmetric positive semidefinite, every complex
eigenvalue of `D (D + 2K)` is real and at least `d²`. -/
theorem casida_eigenvalue_ge_real {ε : n → ℝ} {d : ℝ} (hd : 0 < d) (hε : ∀ i, d ≤ ε i)
    {K : Matrix n n ℝ} (hK : K.PosSemidef) {v : n → ℂ} (hv : v ≠ 0) {μ : ℂ}
    (h : casida ε (K.map Complex.ofReal) *ᵥ v = μ • v) : μ.im = 0 ∧ d ^ 2 ≤ μ.re :=
  casida_eigenvalue_ge hd hε (posSemidef_ofReal hK) hv h

/-- For nonzero `εᵢ`, an eigenvector `(X, Y)` of the direct-RPA matrix with eigenvalue `ω`
gives the nonzero eigenvector `X + Y` of `D (D + 2K)` with eigenvalue `ω²`. -/
theorem rpa_to_casida {ε : n → ℝ} (hε : ∀ i, ε i ≠ 0) {K : Matrix n n ℂ} {z : n ⊕ n → ℂ}
    (hz : z ≠ 0) {ω : ℂ} (h : rpa ε K *ᵥ z = ω • z) :
    z ∘ Sum.inl + z ∘ Sum.inr ≠ 0 ∧
    casida ε K *ᵥ (z ∘ Sum.inl + z ∘ Sum.inr) = ω ^ 2 • (z ∘ Sum.inl + z ∘ Sum.inr) := by
  rw [rpa, fromBlocks_mulVec] at h
  have h1 := fun i => congrFun h (Sum.inl i)
  have h2 := fun i => congrFun h (Sum.inr i)
  simp only [Sum.elim_inl, Sum.elim_inr, add_mulVec, neg_mulVec, gaps, mulVec_diagonal,
    Pi.add_apply, Pi.neg_apply, Pi.smul_apply, smul_eq_mul, Function.comp_apply] at h1 h2
  constructor
  · intro h0
    have hs : ∀ i, z (Sum.inl i) + z (Sum.inr i) = 0 := fun i => congrFun h0 i
    -- the sum of the two rows reads `D (X - Y) = ω (X + Y)`
    have hx : ∀ i, z (Sum.inl i) = 0 := fun i => by
      have hne : (ε i : ℂ) ≠ 0 := by exact_mod_cast hε i
      have : (ε i : ℂ) * z (Sum.inl i) = 0 := by
        linear_combination (1 / 2) * (h1 i + h2 i) + (1 / 2) * (ω + ε i) * hs i
      exact (mul_eq_zero.mp this).resolve_left hne
    refine hz (funext fun k => ?_)
    rcases k with i | i
    · exact hx i
    · have := hs i
      rwa [hx i, zero_add] at this
  · funext i
    rw [casida_apply, mulVec_add]
    simp only [Pi.add_apply, Pi.smul_apply, smul_eq_mul, Function.comp_apply]
    linear_combination (ε i : ℂ) * (h1 i - h2 i) + ω * (h1 i + h2 i)

/-- If all `εᵢ ≥ d > 0` and `K` is real symmetric positive semidefinite, every complex
eigenvalue `ω` of the direct-RPA matrix is real with `|ω| ≥ d`. -/
theorem rpa_frequency_ge_gap {ε : n → ℝ} {d : ℝ} (hd : 0 < d) (hε : ∀ i, d ≤ ε i)
    {K : Matrix n n ℝ} (hK : K.PosSemidef) {z : n ⊕ n → ℂ} (hz : z ≠ 0) {ω : ℂ}
    (h : rpa ε (K.map Complex.ofReal) *ᵥ z = ω • z) : ω.im = 0 ∧ d ≤ |ω.re| := by
  obtain ⟨hv, hc⟩ := rpa_to_casida (fun i => (hd.trans_le (hε i)).ne') hz h
  obtain ⟨him, hre⟩ := casida_eigenvalue_ge_real hd hε hK hv hc
  rw [pow_two ω, Complex.mul_im] at him
  rw [pow_two ω, Complex.mul_re] at hre
  have hprod : ω.re * ω.im = 0 := by linarith
  have hsq : d ^ 2 ≤ ω.re ^ 2 := by nlinarith [mul_self_nonneg ω.im]
  refine ⟨(mul_eq_zero.mp hprod).resolve_left fun h0 => ?_,
    (le_abs_self d).trans (sq_le_sq.mp hsq)⟩
  rw [h0] at hsq
  nlinarith [mul_pos hd hd]

end

end CasidaDirectRPAGap
```

```lean
#print axioms CasidaDirectRPAGap.casida_eq_gap_iff
-- 'CasidaDirectRPAGap.casida_eq_gap_iff' depends on axioms: [propext, Classical.choice, Quot.sound]
#print axioms CasidaDirectRPAGap.rpa_frequency_ge_gap
-- 'CasidaDirectRPAGap.rpa_frequency_ge_gap' depends on axioms: [propext, Classical.choice, Quot.sound]
```

## The four theorems

The finite type `n` labels the pairs by an index $i$, and `ε i` is the real number $\varepsilon_i$. Then `gaps ε` is $D=\mathrm{diag}(\varepsilon_i)$, `casida ε K` is $D(D+2K)$, and `rpa ε K` is the block matrix
$$\begin{pmatrix} A & B\\ -B & -A\end{pmatrix},\qquad A=D+K,\quad B=K,$$
acting on vectors $z=(X,Y)$ indexed by `n ⊕ n`, with $X$ = `z ∘ Sum.inl` and $Y$ = `z ∘ Sum.inr`. All matrices and vectors are complex, so the reality of an eigenvalue is a conclusion. The four main theorems share the hypotheses `hd : 0 < d` and `hε : ∀ i, d ≤ ε i`, together with `hK : K.PosSemidef`. For a complex $K$ the last one says that $K$ is Hermitian and that $v^\dagger Kv$ is real and nonnegative for every complex vector $v$. For a real $K$ it says that $K$ is symmetric with $x^{T}Kx\ge0$ for every real vector $x$.

`casida_eigenvalue_ge` states that if $D(D+2K)v=\mu v$ with $v\neq0$ and $\mu$ complex, then $\operatorname{Im}\mu=0$ and $\operatorname{Re}\mu\ge d^2$. `casida_eigenvalue_ge_real` is the same for a real $K$, cast entry by entry as `K.map Complex.ofReal`. `casida_eq_gap_iff` states that $D(D+2K)v=d^2v$ holds if and only if $Kv=0$ and $v_i=0$ wherever $\varepsilon_i\ne d$. It admits $v=0$, so $d^2$ is an eigenvalue exactly when some nonzero $v$ meets both conditions. `rpa_frequency_ge_gap` states that for real $K$ every complex eigenvalue $\omega$ of the block matrix is real with $|\omega|\ge d$. The bounds are conditional on a given eigenpair and do not count eigenvalues or assert diagonalisability.

## Pairs, gaps and the Coulomb coupling

A pair consists of one occupied and one virtual orbital, and $\varepsilon_i$ is the virtual minus the occupied orbital energy, in atomic units. The constant $d$ is any positive lower bound on these differences. It stands for a gapped reference state, and when there is at least one pair the sharpest choice is $\min_i\varepsilon_i$, which is the HOMO–LUMO gap when that pair is among those kept. With real orbitals and pair densities $\rho_i(\mathbf r)$, each the product of the two orbitals of pair $i$, direct RPA takes
$$K_{ij}=\iint \frac{\rho_i(\mathbf r)\,\rho_j(\mathbf r')}{|\mathbf r-\mathbf r'|}\,d^3r\,d^3r',$$
with any positive spin factor absorbed into $K$. Then $x^TKx$ is the Coulomb interaction of the density $\sum_i x_i\rho_i$ with itself, which is the physical content of `hK`. The file assumes this property and contains no orbitals or integrals.

The form $B=K$ with no complex conjugation in the lower row is the real-orbital convention, and it gives the diagonal $A-B=D$ and $A+B=D+2K$. In a finite pair basis with a gapped reference and real orbitals, the direct-RPA spectrum therefore has no imaginary frequency and no excitation below the independent-particle gap. Oscillator strengths do not enter, so the bound applies to bright and dark states alike. An exchange–correlation kernel in TDDFT adds a term to $K$ that need not keep it positive semidefinite, and the exchange or screened-interaction terms of TDHF and BSE make $A-B$ non-diagonal in general, so those equations fall under the theorems only when the stated hypotheses happen to hold.

## A Rayleigh identity weighted by $D^{-1}$

The matrix $D(D+2K)$ is in general not Hermitian, and the argument uses the weight $1/\varepsilon_i$ to compensate. Component $i$ of the eigenvalue equation is
$$\varepsilon_i\big(\varepsilon_iv_i+2(Kv)_i\big)=\mu v_i ,$$
whose left side is `casida_apply`. Multiplying by $\bar v_i/\varepsilon_i$ and summing over $i$ gives
$$\mu W=\sum_i\varepsilon_i|v_i|^2+2\,v^\dagger Kv,\qquad W=\sum_i\frac{|v_i|^2}{\varepsilon_i},$$
where $W$ is `weight ε v`. This is `casida_rayleigh`, proved term by term: the denominator is cleared and `linear_combination (-conj (v i)) * hi` performs the multiplication. The vector $v$ is unnormalised; scaled to $W=1$ it gives $\mu=v^\dagger Dv+2v^\dagger Kv$. In terms of $F=D^{-1/2}v$, the eigenvector of the symmetric Casida matrix $D^{1/2}(D+2K)D^{1/2}$, this scaling reads $F^\dagger F=1$.

Taking the imaginary part, and the real part minus $d^2W$, with $\varepsilon_i-d^2/\varepsilon_i=(\varepsilon_i^2-d^2)/\varepsilon_i$, yields the two equations of `casida_balance`:
$$\operatorname{Im}\mu\;W=2\operatorname{Im}v^\dagger Kv,\qquad (\operatorname{Re}\mu-d^2)\,W=\sum_i\frac{\varepsilon_i^2-d^2}{\varepsilon_i}|v_i|^2+2\operatorname{Re}v^\dagger Kv .$$
In `casida_eigenvalue_ge`, `Complex.nonneg_iff` splits $0\le v^\dagger Kv$ into a nonnegative real part and a vanishing imaginary part. All $\varepsilon_i$ are positive and some $v_j\neq0$, so $W>0$ (`hW`), and each summand is nonnegative because $\varepsilon_i\ge d>0$ (`hsum`). The first equation then forces $\operatorname{Im}\mu=0$. If $\operatorname{Re}\mu<d^2$, the left side of the second would be negative and the right side nonnegative.

At $\mu=d^2$ the left side of the second equation is zero, so every summand vanishes, and $v_i=0$ wherever $\varepsilon_i>d$ (`hsupp`). In the component equation $\varepsilon_i^2v_i=d^2v_i$ now holds for each $i$, either because $\varepsilon_i=d$ or because $v_i=0$, which leaves $2\varepsilon_i(Kv)_i=0$ and hence $Kv=0$. The converse is substitution, with the same two cases.

For real symmetric $K$ and $v=a+\mathrm{i}b$ with real vectors $a,b$,
$$v^\dagger Kv=a^TKa+b^TKb+\mathrm{i}\,(a^TKb-b^TKa).$$
Symmetry cancels the bracket (`hsw`) and the first two terms are nonnegative (`hr`). This is `posSemidef_ofReal`, from which the real version of the bound follows in one line.

## From the block matrix to $\omega^2$

The two rows of the RPA eigenvalue equation are $(D+K)X+KY=\omega X$ and $-KX-(D+K)Y=\omega Y$, named `h1` and `h2`. Their sum and difference are
$$D(X-Y)=\omega(X+Y),\qquad (D+2K)(X+Y)=\omega(X-Y).$$
Applying $D$ to the difference and inserting the sum gives $D(D+2K)(X+Y)=\omega^2(X+Y)$, which is the last `linear_combination` of `rpa_to_casida`. If $X+Y=0$, the sum reads $2DX=0$, so $X=0$ and $Y=0$, against $z\ne0$. This lemma needs only $\varepsilon_i\neq0$ and holds for any complex $K$.

The bound now applies to $\mu=\omega^2$. With $\omega=p+\mathrm{i}q$ for real $p,q$ it says $2pq=0$ and $p^2-q^2\ge d^2$. Hence $p^2\ge d^2>0$, so $p\ne0$, $q=0$ and $|p|\ge d$, which is `rpa_frequency_ge_gap`.

## One pair with an attractive coupling

The example here, like the symmetric form mentioned above, is commentary and appears in no theorem of the file. Take a single pair with $\varepsilon_1=d=1$ and $K=(k)$ for a real number $k$, so that $\mu=1+2k$. For $k\ge0$ the hypotheses hold and $\mu\ge1$, with equality at $k=0$. A negative $k$ cannot arise from the Coulomb integral above, so the remaining two cases lie outside direct RPA and only show what can happen without `hK`. For $k=-1/4$ the coupling is symmetric but negative, and $\mu=1/2<d^2$ gives $\omega=\pm1/\sqrt2$, inside the gap. For $k=-1$ the block matrix has $A=0$ and $B=-1$, its eigenvalues are $\omega=\pm\mathrm{i}$, and $\mu=-1$, so both conclusions of `rpa_frequency_ge_gap` fail.
